# Determinants of orbitals at backflow quasi-positions are antisymmetric for any pair displacement function

## Does backflow keep the sign rule of a Slater determinant?

Let particles \(i\) in a finite set have positions \(x_i\), and let \(\eta\) be a map from displacement vectors to displacement vectors. The backflow quasi-positions and the determinant of orbitals \(\phi_j\) are

\[
q_i(x) = x_i + \sum_{k\neq i}\eta(x_i-x_k), \qquad D(x)=\det\big[\phi_j(q_i(x))\big].
\]

Every row can now depend on every particle, yet \(D\) is said to stay antisymmetric whatever \(\eta\) is. I'd like to see that argued rigorously and checked in Lean. Does \(\eta\) really need no symmetry, and can backflow move the nodes?

## Relabelling the particles permutes the rows

No symmetry of \(\eta\) is needed, and backflow can change the set of nodes, although the zeros at coincidence always remain. The particles here are identical fermions in one spin state, such as electrons of equal spin. Write \((x\circ\sigma)_i=x_{\sigma(i)}\) for a permutation \(\sigma\). Rows of the matrix belong to particles and columns to orbitals; the factor \(1/\sqrt{N!}\) is omitted. Then

\[
q_i(x\circ\sigma)=x_{\sigma(i)}+\sum_{k\neq i}\eta(x_{\sigma(i)}-x_{\sigma(k)})
=x_{\sigma(i)}+\sum_{l\neq\sigma(i)}\eta(x_{\sigma(i)}-x_l)=q_{\sigma(i)}(x),
\]

because \(l=\sigma(k)\) runs over all particles except \(\sigma(i)\) as \(k\) runs over all except \(i\). The matrix for \(x\circ\sigma\) is therefore the old one with its rows permuted, and \(D(x\circ\sigma)=\operatorname{sgn}(\sigma)\,D(x)\).

If \(x_i=x_j\) with \(i\neq j\), exchanging the two leaves \(x\) unchanged, so \(q_i(x)=q_j(x)\). Two rows agree and \(D(x)=0\).

A common translation by \(a\) leaves all differences alone, so each \(q_i\) shifts by \(a\). If \(\eta\) is odd, then \(\eta(0)=0\), and the self-terms can be added to the sum at no cost. The total displacement \(S=\sum_{i,k}\eta(x_i-x_k)\) satisfies \(S=-S\) on exchanging the names \(i\) and \(k\). Hence \(S=0\) and \(\sum_i q_i=\sum_i x_i\).

For the nodes, put particles 0 and 1 at \(a\) and \(b\) on a line, with orbitals \(1\) and \(r\). With \(s=b-a\),

\[
D=\det\begin{pmatrix}1&q_0\\1&q_1\end{pmatrix}=q_1-q_0=s+\eta(s)-\eta(-s).
\]

Without backflow \(D=s\), which vanishes only at coincidence. With \(\eta(r)=-r^3/2\), \(D=s-s^3=-s(s-1)(s+1)\), which vanishes also at \(s=\pm1\). The node at coincidence stays and two new ones appear; this change of the nodal set is what the Lean name `backflow_moves_nodes` refers to. This \(\eta\) is chosen for simple algebra, not as a realistic trial function.

## What the Lean statements say

A configuration is a function `x : ι → V` on a finite type `ι` of particles, which also labels the orbitals. `V` is any additive commutative group, such as \(\mathbb R^3\), and `R` is any commutative ring, so real and complex orbitals are both included. The set `univ.erase i` is "all particles except \(i\)". In `backflowDet_antisymmetric` the sign of `σ` is cast into `R`. Among the results for general `V`, only `sum_quasiPosition` assumes that `η` is odd and that `V` is a real vector space; the two-particle example is set on the real line.

The model has one determinant and one displacement function of the pair separation. It contains no spin labels, electron–nucleus displacements or Jastrow factor, and says nothing about smoothness or normalisability.

```lean
import Mathlib

open Finset

namespace BackflowDeterminant

variable {ι V R : Type*} [Fintype ι] [DecidableEq ι] [AddCommGroup V] [CommRing R]

/-- The backflow quasi-position of particle `i`: its position plus a displacement `η (x i - x k)`
from every other particle `k`. -/
def quasiPosition (η : V → V) (x : ι → V) (i : ι) : V :=
  x i + ∑ k ∈ univ.erase i, η (x i - x k)

/-- The backflow determinant: the orbitals `φ j` evaluated at the quasi-positions. -/
def backflowDet (φ : ι → V → R) (η : V → V) (x : ι → V) : R :=
  Matrix.det (Matrix.of fun i j => φ j (quasiPosition η x i))

/-- Relabelling the particles relabels the quasi-positions in the same way, for any
displacement function `η`. -/
theorem quasiPosition_perm (η : V → V) (x : ι → V) (σ : Equiv.Perm ι) :
    quasiPosition η (x ∘ σ) = quasiPosition η x ∘ σ := by
  funext i
  simp only [quasiPosition, Function.comp_apply]
  congr 1
  -- the particles other than `i` are carried by `σ` to the particles other than `σ i`
  exact Finset.sum_equiv σ (by intro k; simp) (by intro k _; rfl)

/-- The backflow determinant is antisymmetric: a permutation of the particle positions
multiplies it by the sign of the permutation. -/
theorem backflowDet_antisymmetric (φ : ι → V → R) (η : V → V) (x : ι → V)
    (σ : Equiv.Perm ι) :
    backflowDet φ η (x ∘ σ) = ((Equiv.Perm.sign σ : ℤ) : R) * backflowDet φ η x := by
  unfold backflowDet
  rw [quasiPosition_perm]
  -- the relabelled matrix is the old one with its rows permuted
  exact Matrix.det_permute σ (Matrix.of fun i j => φ j (quasiPosition η x i))

/-- Two particles at the same position have the same quasi-position. -/
theorem quasiPosition_eq_of_eq (η : V → V) (x : ι → V) {i j : ι} (hij : x i = x j) :
    quasiPosition η x i = quasiPosition η x j := by
  -- exchanging the two particles leaves the configuration unchanged
  have hx : x ∘ Equiv.swap i j = x := by
    funext k
    simp only [Function.comp_apply, Equiv.swap_apply_def]
    split_ifs with h1 h2
    · rw [h1, hij]
    · rw [h2, hij]
    · rfl
  have h := congrFun (quasiPosition_perm η x (Equiv.swap i j)) i
  rw [hx, Function.comp_apply, Equiv.swap_apply_left] at h
  exact h

/-- The backflow determinant vanishes when two different particles are at the same position. -/
theorem backflowDet_eq_zero_of_coincidence (φ : ι → V → R) (η : V → V) (x : ι → V)
    {i j : ι} (hne : i ≠ j) (hij : x i = x j) : backflowDet φ η x = 0 := by
  unfold backflowDet
  apply Matrix.det_zero_of_row_eq hne
  funext k
  simp only [Matrix.of_apply]
  rw [quasiPosition_eq_of_eq η x hij]

/-- A rigid translation of all particles translates every quasi-position by the same vector. -/
theorem quasiPosition_translate (η : V → V) (x : ι → V) (a : V) (i : ι) :
    quasiPosition η (fun k => x k + a) i = quasiPosition η x i + a := by
  simp only [quasiPosition, add_sub_add_right_eq_sub]
  exact add_right_comm _ _ _

/-- In a real vector space, an odd displacement function leaves the sum of all positions
unchanged. -/
theorem sum_quasiPosition [Module ℝ V] (η : V → V) (hη : ∀ r, η (-r) = -η r) (x : ι → V) :
    ∑ i, quasiPosition η x i = ∑ i, x i := by
  have key : ∀ v : V, v = -v → v = 0 := by
    intro v h
    have h2 : (2 : ℝ) • v = 0 := by
      rw [two_smul]
      exact add_eq_zero_iff_eq_neg.mpr h
    exact (smul_eq_zero.mp h2).resolve_left two_ne_zero
  have h0 : η 0 = 0 := key _ (by simpa using hη 0)
  -- the self-term vanishes, so the sum may run over all particles
  have hs : ∀ i, ∑ k ∈ univ.erase i, η (x i - x k) = ∑ k, η (x i - x k) := by
    intro i
    apply Finset.sum_erase
    rw [sub_self, h0]
  -- the displacements within each pair cancel
  have hS : ∑ i, ∑ k, η (x i - x k) = 0 := by
    apply key
    calc ∑ i, ∑ k, η (x i - x k) = ∑ k, ∑ i, η (x i - x k) := Finset.sum_comm
      _ = ∑ k, ∑ i, -η (x k - x i) := by
          refine Finset.sum_congr rfl fun k _ => Finset.sum_congr rfl fun i _ => ?_
          rw [← hη, neg_sub]
      _ = -∑ k, ∑ i, η (x k - x i) := by simp only [Finset.sum_neg_distrib]
  simp only [quasiPosition, Finset.sum_add_distrib, hs, hS, add_zero]

/-- Two orbitals on the line: the constant `1` and the coordinate `r`. -/
def lineOrbitals : Fin 2 → ℝ → ℝ := ![fun _ => 1, fun r => r]

/-- The backflow determinant of two particles at `a` and `b` on the line, in the orbitals
`1` and `r`, is the difference of their quasi-positions. -/
theorem backflowDet_line (η : ℝ → ℝ) (a b : ℝ) :
    backflowDet lineOrbitals η ![a, b] = (b - a) + η (b - a) - η (a - b) := by
  have e0 : (univ : Finset (Fin 2)).erase 0 = {1} := by decide
  have e1 : (univ : Finset (Fin 2)).erase 1 = {0} := by decide
  have q0 : quasiPosition η ![a, b] 0 = a + η (a - b) := by
    unfold quasiPosition
    rw [e0, Finset.sum_singleton]
    simp
  have q1 : quasiPosition η ![a, b] 1 = b + η (b - a) := by
    unfold quasiPosition
    rw [e1, Finset.sum_singleton]
    simp
  rw [backflowDet, Matrix.det_fin_two]
  simp only [Matrix.of_apply, q0, q1, lineOrbitals, Matrix.cons_val_zero,
    Matrix.cons_val_one, Matrix.cons_val_fin_one]
  ring

/-- For two particles on the line in the orbitals `1` and `r`, the determinant without backflow
vanishes only at coincidence, while with `η r = -r ^ 3 / 2` it vanishes also at separation one. -/
theorem backflow_moves_nodes (a b : ℝ) :
    (backflowDet lineOrbitals (fun _ => 0) ![a, b] = 0 ↔ a = b) ∧
    (backflowDet lineOrbitals (fun r => -r ^ 3 / 2) ![a, b] = 0 ↔
      a = b ∨ b - a = 1 ∨ b - a = -1) := by
  have hbare : backflowDet lineOrbitals (fun _ => 0) ![a, b] = b - a := by
    rw [backflowDet_line]
    ring
  -- with backflow the determinant is a cubic in the separation
  have hflow : backflowDet lineOrbitals (fun r => -r ^ 3 / 2) ![a, b]
      = -((b - a) * ((b - a - 1) * (b - a + 1))) := by
    rw [backflowDet_line]
    ring
  constructor
  · rw [hbare]
    constructor <;> intro h <;> linarith
  · rw [hflow, neg_eq_zero, mul_eq_zero, mul_eq_zero]
    constructor
    · rintro (h | h | h)
      · left; linarith
      · right; left; linarith
      · right; right; linarith
    · rintro (h | h | h)
      · left; linarith
      · right; left; linarith
      · right; right; linarith

end BackflowDeterminant
```

```lean
#print axioms BackflowDeterminant.quasiPosition_perm
-- 'BackflowDeterminant.quasiPosition_perm' depends on axioms: [propext, Classical.choice, Quot.sound]
#print axioms BackflowDeterminant.backflowDet_eq_zero_of_coincidence
-- 'BackflowDeterminant.backflowDet_eq_zero_of_coincidence' depends on axioms: [propext, Classical.choice, Quot.sound]
#print axioms BackflowDeterminant.sum_quasiPosition
-- 'BackflowDeterminant.sum_quasiPosition' depends on axioms: [propext, Classical.choice, Quot.sound]
#print axioms BackflowDeterminant.backflow_moves_nodes
-- 'BackflowDeterminant.backflow_moves_nodes' depends on axioms: [propext, Classical.choice, Quot.sound]
```

## How the proof follows the argument

The proof turns on `Finset.sum_equiv σ` in `quasiPosition_perm`, which is the substitution \(l=\sigma(k)\). It asks for two things: that \(k\) lies in the first index set exactly when \(\sigma(k)\) lies in the second, and that corresponding terms agree. `simp` settles the first, since \(k\neq i\) is equivalent to \(\sigma(k)\neq\sigma(i)\); the second holds by `rfl`.

`Matrix.det_permute` then supplies the sign. For coincident particles, `quasiPosition_eq_of_eq` applies `quasiPosition_perm` to `Equiv.swap i j`, and `Matrix.det_zero_of_row_eq` finishes. In `sum_quasiPosition`, the auxiliary claim `key` says that \(v=-v\) forces \(v=0\), and `Finset.sum_comm` exchanges the two sums. `backflowDet_line` expands the \(2\times2\) determinant, and `backflow_moves_nodes` factors the cubic with `ring` and reads off its roots.

## In a Monte Carlo code

A variational Monte Carlo code for this one-determinant model would form the pair differences, add up the displacements, evaluate the orbitals at the \(q_i\) and take the determinant. Swapping two input positions should flip its sign up to rounding. Moving one electron can change every \(q_i\), and so every row, in which case the usual single-row determinant update no longer suffices.

In fixed-node diffusion Monte Carlo the trial nodes set the fixed-node error. A strictly positive Jastrow factor leaves them in place, whereas backflow can change the nodal set: in the two-particle, one-dimensional example it adds nodes.
